# The unique steady state of the Bloch equations for positive relaxation times, with a bound on its absorption

Spins in a static field are irradiated continuously. According to the Bloch equations, in the frame rotating with the irradiation their magnetisation $M=(M_x,M_y,M_z)$ precesses about the effective field $(w,0,D)$ and relaxes towards $(0,0,M_0)$:

$$\frac{dM}{dt}=M\times(w,0,D)-\left(\frac{M_x}{T_2},\frac{M_y}{T_2},\frac{M_z-M_0}{T_1}\right).$$

Here $w$ is the Rabi frequency, often written $\omega_1$, and $D$ is the detuning, often $\Delta$. Both are angular frequencies, so a value in hertz needs a factor $2\pi$. The phenomenological times $T_1$ and $T_2$ stand for energy exchange with the surroundings and loss of phase coherence. The component $M_y$ is called the absorption; with the opposite sense of precession its sign changes. It is a signal amplitude, not the absorbed power, which at a fixed irradiation frequency is proportional to $wM_y$.

## One stationary magnetisation and its largest absorption

Write $S=1+D^2T_2^2+w^2T_1T_2$. For $T_1,T_2>0$ the rate vanishes at exactly one magnetisation:

$$M_x=\frac{wDT_2^2M_0}{S},\qquad M_y=\frac{wT_2M_0}{S},\qquad M_z=\frac{M_0(1+D^2T_2^2)}{S}.$$

If also $M_0>0$, then at every detuning and drive

$$M_y\le\frac{M_0}{2}\sqrt{\frac{T_2}{T_1}},$$

with equality exactly when $D=0$ and $w\sqrt{T_1T_2}=1$.

## Continuous-wave spectra and run lengths

For spins that obey these equations, and a sweep slow enough for them to stay in the steady state, a code for continuous-wave spectra can evaluate the closed form at each detuning instead of integrating to late times. Inserted into a code's own rate function, the closed form should give zero up to rounding; a larger residual points to a different sign convention, a unit mismatch or a mistake.

For a code that does integrate, the decay bound derived below gives a run length. For $0<\varepsilon<1$, the distance of the exact solution from the steady state is at most $\varepsilon$ times its initial value from $t=\max(T_1,T_2)\ln(1/\varepsilon)$ onwards.

In the rotating-wave approximation, the same equations describe the density matrix of a quantum two-level system under a drive of constant amplitude and frequency, with $M$ as its Bloch vector, provided that the system does not interact with others of its kind and relaxes with two constant times.

## Elimination, a completed square and decay

Setting the three components of the rate to zero gives

$$DM_y=\frac{M_x}{T_2},\qquad wM_z-DM_x=\frac{M_y}{T_2},\qquad -wM_y=\frac{M_z-M_0}{T_1}.$$

The first and third equations give $M_x=DT_2M_y$ and $M_z=M_0-wT_1M_y$. Inserting both into the second and multiplying by $T_2$,

$$wT_2M_0-w^2T_1T_2M_y-D^2T_2^2M_y=M_y,$$

so $SM_y=wT_2M_0$. Since $S>0$, this fixes $M_y$, and the two substitutions then fix $M_x$ and $M_z$. Conversely, these values satisfy all three equations.

For the bound, put $a=\sqrt{T_2/T_1}$ and $q=\sqrt{T_1T_2}$, so that $aq=T_2$ and $q^2=T_1T_2$. Then

$$\frac{M_0a}{2}-M_y=\frac{M_0a}{2S}(S-2wq)=\frac{M_0a}{2S}\left[(DT_2)^2+(1-wq)^2\right].$$

For $M_0>0$ the prefactor is positive. The difference is therefore nonnegative, and it vanishes only when both squares do.

Power broadening follows from the same formula. For $w$ and $M_0$ nonzero, the absorption is half its resonant value when $S$ is twice its value at $D=0$:

$$1+D^2T_2^2+w^2T_1T_2=2(1+w^2T_1T_2),$$

that is, $D^2T_2^2=1+w^2T_1T_2$.

For the approach in time, let $E$ be the steady state and $u=M-E$. Subtracting the stationary equation leaves

$$\frac{du}{dt}=u\times(w,0,D)-\left(\frac{u_x}{T_2},\frac{u_y}{T_2},\frac{u_z}{T_1}\right).$$

The cross product is orthogonal to $u$, so

$$\frac{d|u|^2}{dt}=-2\left(\frac{u_x^2+u_y^2}{T_2}+\frac{u_z^2}{T_1}\right)\le-2r|u|^2$$

whenever $rT_1\le1$ and $rT_2\le1$. Hence $e^{2rt}|u|^2$ never increases, and $|u(t)|^2\le e^{-2rt}|u(0)|^2$ for $t\ge0$. The run length above takes $r=1/\max(T_1,T_2)$.

## The Bloch equations in Lean

```lean
import Mathlib

open Matrix

namespace BlochSteadyState

noncomputable section

/-- Rate of change of the magnetisation `M` in the rotating frame: precession about the effective
field `(w, 0, D)`, with Rabi frequency `w` and detuning `D`, and relaxation towards `(0, 0, M0)`
with times `T1` and `T2`, both nonzero. -/
def blochRate (T1 T2 M0 D w : ℝ) (M : Fin 3 → ℝ) : Fin 3 → ℝ :=
  M ⨯₃ ![w, 0, D] - ![M 0 / T2, M 1 / T2, (M 2 - M0) / T1]

/-- The denominator `1 + D² T2² + w² T1 T2` of the saturated line shape. -/
def broadening (T1 T2 D w : ℝ) : ℝ := 1 + D ^ 2 * T2 ^ 2 + w ^ 2 * T1 * T2

/-- The closed form of the magnetisation under continuous irradiation, for parameters with
`broadening T1 T2 D w ≠ 0`. -/
def steadyState (T1 T2 M0 D w : ℝ) : Fin 3 → ℝ :=
  ![w * D * T2 ^ 2 * M0 / broadening T1 T2 D w,
    w * T2 * M0 / broadening T1 T2 D w,
    M0 * (1 + D ^ 2 * T2 ^ 2) / broadening T1 T2 D w]

/-- The line-shape denominator is positive for positive relaxation times. -/
theorem broadening_pos {T1 T2 : ℝ} (h1 : 0 < T1) (h2 : 0 < T2) (D w : ℝ) :
    0 < broadening T1 T2 D w := by
  unfold broadening
  positivity

/-- The Bloch equations in components. -/
theorem blochRate_eq (T1 T2 M0 D w : ℝ) (M : Fin 3 → ℝ) :
    blochRate T1 T2 M0 D w M =
      ![D * M 1 - M 0 / T2, w * M 2 - D * M 0 - M 1 / T2, -w * M 1 - (M 2 - M0) / T1] := by
  ext i
  fin_cases i <;> simp [blochRate, cross_apply] <;> ring

/-- The magnetisation is stationary exactly when precession balances relaxation in each of the
three components. -/
theorem stationary_iff_balance (T1 T2 M0 D w : ℝ) (M : Fin 3 → ℝ) :
    blochRate T1 T2 M0 D w M = 0 ↔
      D * M 1 = M 0 / T2 ∧ w * M 2 - D * M 0 = M 1 / T2 ∧ -w * M 1 = (M 2 - M0) / T1 := by
  rw [blochRate_eq]
  constructor
  · intro h
    have h0 : D * M 1 - M 0 / T2 = 0 := congrFun h 0
    have h1 : w * M 2 - D * M 0 - M 1 / T2 = 0 := congrFun h 1
    have h2 : -w * M 1 - (M 2 - M0) / T1 = 0 := congrFun h 2
    exact ⟨by linarith, by linarith, by linarith⟩
  · rintro ⟨h0, h1, h2⟩
    ext i
    fin_cases i
    · show D * M 1 - M 0 / T2 = 0
      linarith
    · show w * M 2 - D * M 0 - M 1 / T2 = 0
      linarith
    · show -w * M 1 - (M 2 - M0) / T1 = 0
      linarith

/-- For positive relaxation times the Bloch equations have exactly one stationary magnetisation,
and it is given by the closed form `steadyState`. -/
theorem stationary_iff {T1 T2 : ℝ} (hT1 : 0 < T1) (hT2 : 0 < T2) (M0 D w : ℝ)
    (M : Fin 3 → ℝ) :
    blochRate T1 T2 M0 D w M = 0 ↔ M = steadyState T1 T2 M0 D w := by
  have hS := broadening_pos hT1 hT2 D w
  rw [stationary_iff_balance, eq_div_iff hT2.ne', eq_div_iff hT2.ne', eq_div_iff hT1.ne']
  constructor
  · rintro ⟨h0, h1, h2⟩
    -- eliminate the other two components to find the absorption, then substitute back
    have hy : M 1 * broadening T1 T2 D w = w * T2 * M0 := by
      unfold broadening
      linear_combination (-1) * h1 + D * T2 * h0 - w * T2 * h2
    have hx : M 0 * broadening T1 T2 D w = w * D * T2 ^ 2 * M0 := by
      linear_combination D * T2 * hy - broadening T1 T2 D w * h0
    have hz : M 2 * broadening T1 T2 D w = M0 * (1 + D ^ 2 * T2 ^ 2) := by
      unfold broadening at hy ⊢
      linear_combination
        (-(1 + D ^ 2 * T2 ^ 2 + w ^ 2 * T1 * T2)) * h2 - w * T1 * hy
    have ex := (eq_div_iff hS.ne').2 hx
    have ey := (eq_div_iff hS.ne').2 hy
    have ez := (eq_div_iff hS.ne').2 hz
    ext i
    fin_cases i
    · exact ex
    · exact ey
    · exact ez
  · rintro rfl
    have hk : M0 / broadening T1 T2 D w * (1 + D ^ 2 * T2 ^ 2 + w ^ 2 * T1 * T2) = M0 :=
      div_mul_cancel₀ M0 hS.ne'
    refine ⟨?_, ?_, ?_⟩
    · show D * (w * T2 * M0 / broadening T1 T2 D w) * T2
        = w * D * T2 ^ 2 * M0 / broadening T1 T2 D w
      ring
    · show (w * (M0 * (1 + D ^ 2 * T2 ^ 2) / broadening T1 T2 D w)
        - D * (w * D * T2 ^ 2 * M0 / broadening T1 T2 D w)) * T2
        = w * T2 * M0 / broadening T1 T2 D w
      ring
    · show -w * (w * T2 * M0 / broadening T1 T2 D w) * T1
        = M0 * (1 + D ^ 2 * T2 ^ 2) / broadening T1 T2 D w - M0
      linear_combination (-1) * hk

/-- For positive relaxation times, the amount by which the absorption falls short of
`(M0/2) √(T2/T1)` is a multiple of a sum of two squares, one for the detuning and one for the
mismatch of the drive. -/
theorem absorption_deficit {T1 T2 : ℝ} (hT1 : 0 < T1) (hT2 : 0 < T2) (M0 D w : ℝ) :
    M0 / 2 * √(T2 / T1) - steadyState T1 T2 M0 D w 1 =
      M0 * √(T2 / T1) / (2 * broadening T1 T2 D w) *
        ((D * T2) ^ 2 + (1 - w * √(T1 * T2)) ^ 2) := by
  have hS := broadening_pos hT1 hT2 D w
  have hk : M0 / broadening T1 T2 D w * (1 + D ^ 2 * T2 ^ 2 + w ^ 2 * T1 * T2) = M0 :=
    div_mul_cancel₀ M0 hS.ne'
  have hq : √(T1 * T2) ^ 2 = T1 * T2 := Real.sq_sqrt (by positivity)
  have hrq : √(T2 / T1) * √(T1 * T2) = T2 := by
    rw [← Real.sqrt_mul (by positivity),
      show T2 / T1 * (T1 * T2) = T2 ^ 2 by field_simp, Real.sqrt_sq hT2.le]
  show M0 / 2 * √(T2 / T1) - w * T2 * M0 / broadening T1 T2 D w = _
  linear_combination (-(√(T2 / T1) / 2)) * hk
    - (√(T2 / T1) * (M0 / broadening T1 T2 D w) * w ^ 2 / 2) * hq
    + w * (M0 / broadening T1 T2 D w) * hrq

/-- For positive `T1`, `T2` and `M0`, the stationary absorption is at most `(M0/2) √(T2/T1)` at
any detuning and drive, with equality exactly on resonance at the drive `w √(T1 T2) = 1`. -/
theorem absorption_le {T1 T2 M0 D w : ℝ} (hT1 : 0 < T1) (hT2 : 0 < T2) (hM0 : 0 < M0)
    {M : Fin 3 → ℝ} (hM : blochRate T1 T2 M0 D w M = 0) :
    M 1 ≤ M0 / 2 * √(T2 / T1) ∧
      (M 1 = M0 / 2 * √(T2 / T1) ↔ D = 0 ∧ w * √(T1 * T2) = 1) := by
  rw [(stationary_iff hT1 hT2 M0 D w M).1 hM]
  have hS := broadening_pos hT1 hT2 D w
  have d := absorption_deficit hT1 hT2 M0 D w
  have hc : 0 < M0 * √(T2 / T1) / (2 * broadening T1 T2 D w) := by positivity
  have hA := sq_nonneg (D * T2)
  have hB := sq_nonneg (1 - w * √(T1 * T2))
  refine ⟨by linarith [mul_nonneg hc.le (add_nonneg hA hB)], ?_, ?_⟩
  · intro h
    rw [h, sub_self] at d
    -- both squares must vanish
    have hz := (mul_eq_zero.1 d.symm).resolve_left hc.ne'
    have a0 : D * T2 = 0 := (pow_eq_zero_iff two_ne_zero).1 (by linarith)
    have b0 : 1 - w * √(T1 * T2) = 0 := (pow_eq_zero_iff two_ne_zero).1 (by linarith)
    exact ⟨(mul_eq_zero.1 a0).resolve_right hT2.ne', by linarith⟩
  · rintro ⟨hD, hw⟩
    have hz : (D * T2) ^ 2 + (1 - w * √(T1 * T2)) ^ 2 = 0 := by
      rw [hw, hD]
      ring
    rw [hz, mul_zero] at d
    linarith

/-- Power broadening: for positive relaxation times and nonzero `M0` and `w`, the absorption is
half its resonant value exactly at the detunings with `D² T2² = 1 + w² T1 T2`. -/
theorem half_absorption_iff {T1 T2 M0 w : ℝ} (hT1 : 0 < T1) (hT2 : 0 < T2) (hM0 : M0 ≠ 0)
    (hw : w ≠ 0) (D : ℝ) :
    steadyState T1 T2 M0 D w 1 = steadyState T1 T2 M0 0 w 1 / 2 ↔
      D ^ 2 * T2 ^ 2 = 1 + w ^ 2 * T1 * T2 := by
  have hS := broadening_pos hT1 hT2 D w
  have hR := broadening_pos hT1 hT2 0 w
  have hn : w * T2 * M0 ≠ 0 := mul_ne_zero (mul_ne_zero hw hT2.ne') hM0
  show w * T2 * M0 / broadening T1 T2 D w = w * T2 * M0 / broadening T1 T2 0 w / 2 ↔ _
  rw [div_div, div_eq_div_iff hS.ne' (by positivity), mul_right_inj' hn]
  unfold broadening
  constructor <;> intro h <;> linarith

/-- For positive relaxation times, the squared distance of any solution of the Bloch equations
from the steady state decays at least as fast as `exp (-2 r t)`, if `r T1 ≤ 1` and `r T2 ≤ 1`. -/
theorem approach_to_steadyState {T1 T2 M0 D w r : ℝ} (hT1 : 0 < T1) (hT2 : 0 < T2)
    (hr1 : r * T1 ≤ 1) (hr2 : r * T2 ≤ 1) {M : ℝ → Fin 3 → ℝ}
    (hM : ∀ t, HasDerivAt M (blochRate T1 T2 M0 D w (M t)) t) {t : ℝ} (ht : 0 ≤ t) :
    (M t - steadyState T1 T2 M0 D w) ⬝ᵥ (M t - steadyState T1 T2 M0 D w) ≤
      Real.exp (-(2 * r * t)) *
        ((M 0 - steadyState T1 T2 M0 D w) ⬝ᵥ (M 0 - steadyState T1 T2 M0 D w)) := by
  obtain ⟨E, hE⟩ : ∃ E, E = steadyState T1 T2 M0 D w := ⟨_, rfl⟩
  rw [← hE]
  obtain ⟨e0, e1, e2⟩ := (stationary_iff_balance T1 T2 M0 D w E).1
    ((stationary_iff hT1 hT2 M0 D w E).2 hE)
  have hdot : ∀ s, (M s - E) ⬝ᵥ (M s - E) = (M s 0 - E 0) * (M s 0 - E 0)
      + (M s 1 - E 1) * (M s 1 - E 1) + (M s 2 - E 2) * (M s 2 - E 2) := by
    intro s
    simp [dotProduct, Fin.sum_univ_three]
  -- precession drops out of the derivative of the squared distance
  have hN : ∀ s, HasDerivAt (fun t => (M t - E) ⬝ᵥ (M t - E))
      (-2 * ((M s 0 - E 0) * (M s 0 - E 0) / T2 + (M s 1 - E 1) * (M s 1 - E 1) / T2
        + (M s 2 - E 2) * (M s 2 - E 2) / T1)) s := by
    intro s
    have h := hM s
    rw [blochRate_eq] at h
    have hx : HasDerivAt (fun t => M t 0) (D * M s 1 - M s 0 / T2) s := hasDerivAt_pi.1 h 0
    have hy : HasDerivAt (fun t => M t 1) (w * M s 2 - D * M s 0 - M s 1 / T2) s :=
      hasDerivAt_pi.1 h 1
    have hz : HasDerivAt (fun t => M t 2) (-w * M s 1 - (M s 2 - M0) / T1) s :=
      hasDerivAt_pi.1 h 2
    have ux := hx.sub_const (E 0)
    have uy := hy.sub_const (E 1)
    have uz := hz.sub_const (E 2)
    rw [funext hdot]
    refine (((ux.fun_mul ux).fun_add (uy.fun_mul uy)).fun_add (uz.fun_mul uz)).congr_deriv ?_
    linear_combination 2 * (M s 0 - E 0) * e0 + 2 * (M s 1 - E 1) * e1
      + 2 * (M s 2 - E 2) * e2
  have hg : ∀ s, HasDerivAt (fun t => Real.exp (2 * r * t) * ((M t - E) ⬝ᵥ (M t - E))) _ s :=
    fun s => (((hasDerivAt_id' s).const_mul (2 * r)).exp).fun_mul (hN s)
  have hanti : Antitone (fun t => Real.exp (2 * r * t) * ((M t - E) ⬝ᵥ (M t - E))) := by
    refine antitone_of_deriv_nonpos (fun s => (hg s).differentiableAt) (fun s => ?_)
    rw [(hg s).deriv, hdot s]
    have key : ∀ T a : ℝ, 0 < T → r * T ≤ 1 → r * (a * a) ≤ a * a / T := by
      intro T a hT hr
      rw [le_div_iff₀ hT]
      nlinarith [mul_nonneg (mul_self_nonneg a) (sub_nonneg.2 hr)]
    have k := add_le_add (add_le_add (key T2 (M s 0 - E 0) hT2 hr2)
      (key T2 (M s 1 - E 1) hT2 hr2)) (key T1 (M s 2 - E 2) hT1 hr1)
    have k' := mul_le_mul_of_nonneg_left k (Real.exp_pos (2 * r * s)).le
    linarith
  have h := hanti ht
  simp only [mul_zero, Real.exp_zero, one_mul] at h
  have hexp : Real.exp (-(2 * r * t)) * Real.exp (2 * r * t) = 1 := by
    rw [← Real.exp_add, neg_add_cancel, Real.exp_zero]
  calc (M t - E) ⬝ᵥ (M t - E)
      = Real.exp (-(2 * r * t)) * (Real.exp (2 * r * t) * ((M t - E) ⬝ᵥ (M t - E))) := by
        rw [← mul_assoc, hexp, one_mul]
    _ ≤ Real.exp (-(2 * r * t)) * ((M 0 - E) ⬝ᵥ (M 0 - E)) :=
        mul_le_mul_of_nonneg_left h (Real.exp_pos _).le

end

end BlochSteadyState
```

```lean
#print axioms BlochSteadyState.absorption_le
-- 'BlochSteadyState.absorption_le' depends on axioms: [propext, Classical.choice, Quot.sound]
#print axioms BlochSteadyState.half_absorption_iff
-- 'BlochSteadyState.half_absorption_iff' depends on axioms: [propext, Classical.choice, Quot.sound]
#print axioms BlochSteadyState.approach_to_steadyState
-- 'BlochSteadyState.approach_to_steadyState' depends on axioms: [propext, Classical.choice, Quot.sound]
```

## Exact solutions under constant irradiation

A magnetisation is a function `Fin 3 → ℝ`, with `M 0`, `M 1` and `M 2` for $M_x$, $M_y$ and $M_z$. The separate symbol `M0` is the equilibrium value. In `approach_to_steadyState`, `M` is a trajectory, so there `M 0` is the initial vector and `M s 0` is the $x$ component at time `s`. The denominator $S$ is `broadening`.

`stationary_iff` says that, for positive relaxation times and any real `M0`, `D` and `w`, the rate is zero if and only if `M` equals `steadyState`. This contains both existence and uniqueness. Its proof clears the denominators with `eq_div_iff`; the first `linear_combination` is the elimination leading to $SM_y=wT_2M_0$, and the next two recover $M_x$ and $M_z$. The converse is direct substitution.

`absorption_deficit` is the completed square, with `hq` and `hrq` supplying $q^2=T_1T_2$ and $aq=T_2$. `absorption_le` reads off the bound and its equality case for any stationary `M`. `half_absorption_iff` cancels the common numerator, which its hypotheses make nonzero; if `w` or `M0` were zero, both absorptions would vanish at every detuning.

`approach_to_steadyState` assumes a trajectory that satisfies the Bloch equations at all real times and bounds it for `0 ≤ t`; it does not construct that trajectory. In the proof, `hN` is the derivative of $|u|^2$ with the precession terms gone, `key` compares $r$ with each relaxation rate, and `hanti` states that $e^{2rt}|u|^2$ is antitone.

The theorems concern real numbers and exact solutions, so the error of a time step or of floating-point rounding needs its own analysis. The step from a laboratory experiment to this model includes the passage to a rotating frame with constant `w` and `D`, which for a linearly oscillating field means neglecting its counter-rotating part. The theorems take the model as given and do not justify that approximation.
